# First Runge–Gross step: from one initial state, smooth bounded Hamiltonians that agree below order k in time give expectation values that agree through order k

Take a spin-½ with $\langle\sigma_y\rangle=1$ at $t=0$. Under $H'=0$ nothing happens, and $\langle\sigma_x\rangle'=0$ at all times. Under $H(t)=t\,\sigma_z$ the spin turns about the $z$ axis by the angle $t^2$, so $\langle\sigma_x\rangle=-\sin t^2$. The Hamiltonians differ at first order in $t$, the expectation values only at second order. The second derivative at $0$ is $-2$, which is also $i\langle[\sigma_z,\sigma_x]\rangle=-2\langle\sigma_y\rangle$.

I know the general pattern from the first step of the Runge–Gross argument. Let $H(t)$ and $H'(t)$ be smooth Hermitian matrices, and let the first nonvanishing derivative of $W=H-H'$ at $0$ be the $k$-th, $W_k$. For solutions with the same initial state $\psi(0)$ and a constant observable $J$, the derivatives of $\langle J\rangle-\langle J\rangle'$ at $0$ should vanish up to order $k$, and the next should be $i\langle\psi(0),[W_k,J]\psi(0)\rangle$. Can this be proved with every step written out, and checked by machine?

## The Schrödinger equation raises the order by one

Yes, and the proof works for bounded operators on any complex inner product space. Solutions are automatically smooth in time: a solution is continuous, and with a smooth Hamiltonian the Schrödinger equation gives it one more continuous derivative than it is already known to have, again and again. Set $\hbar=1$ and let $\psi,\psi'$ solve $i\dot\psi=H\psi$ and $i\dot\psi'=H'\psi'$ with $\psi(0)=\psi'(0)$. A prime marks the second system; time derivatives are written with dots or as $f^{(m)}$.

The difference $\delta=\psi-\psi'$ vanishes at $t=0$ and obeys
$$\dot\delta=-i(H\psi-H'\psi')=-i(W\psi+H'\delta),$$
because $W\psi+H'\delta=H\psi-H'\psi+H'\psi-H'\psi'$. Differentiating $j$ more times at $t=0$ gives
$$\delta^{(j+1)}(0)=-i\sum_{m=0}^{j}\binom{j}{m}\Big[W^{(m)}(0)\,\psi^{(j-m)}(0)+H'^{(j-m)}(0)\,\delta^{(m)}(0)\Big].$$

Suppose $\delta^{(m)}(0)=0$ for all $m\le j$, which is true for $j=0$. If $j<k$, every term on the right vanishes, so $\delta^{(j+1)}(0)=0$ as well. By induction, $\delta^{(m)}(0)=0$ for all $m\le k$. At $j=k$ one term survives:
$$\delta^{(k+1)}(0)=-iW_k\psi(0).$$

## The commutator comes from the two sides of the inner product

Adding and subtracting $\langle\psi',J\psi\rangle$ gives
$$\langle J\rangle-\langle J\rangle'=\langle\psi,J\psi\rangle-\langle\psi',J\psi'\rangle=\langle\delta,J\psi\rangle+\langle\psi',J\delta\rangle.$$
Each term contains one factor $\delta$. By the product rule, all derivatives at $0$ up to order $k$ vanish, and at order $k+1$ only the terms with every derivative on $\delta$ remain:
$$\langle -iW_k\psi(0),J\psi(0)\rangle+\langle\psi(0),J(-iW_k)\psi(0)\rangle.$$

The inner product is conjugate-linear in its first slot, so this equals
$$i\langle W_k\psi(0),J\psi(0)\rangle-i\langle\psi(0),JW_k\psi(0)\rangle.$$
The operator $W_k$ is Hermitian, as one sees by differentiating $\langle W(t)x,y\rangle=\langle x,W(t)y\rangle$ $k$ times at $0$. Moving it to the right in the first term gives $i\langle\psi(0),[W_k,J]\psi(0)\rangle$.

The lowest order is $k=0$, where the Hamiltonians may differ already at $t=0$. The expectation values then agree at $t=0$, and their first derivatives differ by $i\langle\psi(0),[H(0)-H'(0),J]\psi(0)\rangle$. This is the difference of the two Ehrenfest equations $\frac{d}{dt}\langle J\rangle=i\langle[H,J]\rangle$, taken in the common initial state.

## What `runge_gross_first_step` says

The state space `E` is a complex inner product space, with no assumption on its dimension. Operators have type `E →L[ℂ] E`, the bounded linear maps, and time dependence is smooth in the operator norm. In finite dimension these are ordinary matrices with smooth entries.

- `LeadingTerm f n c` says that `f` is smooth, that its derivatives at $0$ below order `n` vanish, and that the `n`-th is `c`. Thus `Wk` is a derivative, not a Taylor coefficient: $W(t)\approx t^kW_k/k!$. The value `c` may be zero.
- `SolvesSchrodinger H ψ` is $\dot\psi=-iH\psi$ at every real time, before and after $0$.
- `IsHermitianOp A` is $\langle Ax,y\rangle=\langle x,Ay\rangle$ for all $x,y$.
- `expect J ψ` is $\langle\psi,J\psi\rangle$, a complex number, since `J` need not be Hermitian.

The state is not required to have norm one. For a nonzero state, the normalised expectation values follow on dividing by $\|\psi(0)\|^2$, which both evolutions conserve.

The theorem assumes that `H'` and the difference $H-H'$ are smooth, hence `H` too, that both Hamiltonians are Hermitian at all times, and that the solutions start from the same state. Smoothness of the two solutions follows from the equation, but the theorem takes it as a hypothesis (`sψ` and `sψ'`) instead of proving it. Existence of solutions is not addressed. The conclusion is that $\langle J\rangle-\langle J\rangle'$ has leading term $i\langle\psi(0),[W_k,J]\psi(0)\rangle$ at order `k + 1`.

In time-dependent density functional theory, for electrons in a finite basis, $W$ can be a difference of external potentials and $J$ a current operator; the formula then gives the lowest order in time at which the two currents can differ. The Runge–Gross theorem itself concludes that, for a fixed interaction and initial state, the density determines the potential up to a function of time alone, among potentials that equal their Taylor series in time and do not grow too fast at large distances. Its original proof also uses a nonzero commutator term for some current and a passage from currents to densities, neither of which is treated here. Boundedness also excludes the continuum kinetic energy.

```lean
import Mathlib

open Complex
open scoped ContDiff InnerProductSpace

namespace RungeGrossFirstStep

section Calculus

variable {X Y Z : Type*} [NormedAddCommGroup X] [NormedSpace ℝ X]
  [NormedAddCommGroup Y] [NormedSpace ℝ Y] [NormedAddCommGroup Z] [NormedSpace ℝ Z]

/-- The function `f` of time is smooth, its derivatives at time zero vanish below order `n`, and
the `n`-th one is `c`. -/
def LeadingTerm (f : ℝ → X) (n : ℕ) (c : X) : Prop :=
  ContDiff ℝ ∞ f ∧ (∀ m < n, iteratedDeriv m f 0 = 0) ∧ iteratedDeriv n f 0 = c

/-- A function has leading term `c` at order `n + 1` exactly when it is differentiable, vanishes
at time zero, and its derivative has leading term `c` at order `n`. -/
theorem leadingTerm_succ {f : ℝ → X} {n : ℕ} {c : X} : LeadingTerm f (n + 1) c ↔
    Differentiable ℝ f ∧ f 0 = 0 ∧ LeadingTerm (deriv f) n c := by
  have h : (∀ m < n + 1, iteratedDeriv m f 0 = 0) ↔
      f 0 = 0 ∧ ∀ m < n, iteratedDeriv m (deriv f) 0 = 0 := by
    constructor
    · intro h
      refine ⟨by simpa using h 0 n.succ_pos, fun m hm => ?_⟩
      rw [← iteratedDeriv_succ']
      exact h (m + 1) (by omega)
    · rintro ⟨h0, h⟩ (_ | m) hm
      · simpa using h0
      · rw [iteratedDeriv_succ']
        exact h m (by omega)
  unfold LeadingTerm
  rw [contDiff_infty_iff_deriv, h, iteratedDeriv_succ']
  tauto

/-- Leading terms of the same order add. -/
theorem leading_add {f g : ℝ → X} {n : ℕ} {c d : X} (h : LeadingTerm f n c)
    (h' : LeadingTerm g n d) : LeadingTerm (fun t => f t + g t) n (c + d) := by
  induction n generalizing f g with
  | zero =>
    obtain ⟨hf, -, rfl⟩ := h
    obtain ⟨hg, -, rfl⟩ := h'
    exact ⟨hf.add hg, by simp, by simp⟩
  | succ n ih =>
    obtain ⟨df, f0, f1⟩ := leadingTerm_succ.1 h
    obtain ⟨dg, g0, g1⟩ := leadingTerm_succ.1 h'
    have hd : deriv (fun t => f t + g t) = fun t => deriv f t + deriv g t :=
      funext fun t => ((df t).hasDerivAt.fun_add (dg t).hasDerivAt).deriv
    refine leadingTerm_succ.2 ⟨df.add dg, by simp [f0, g0], ?_⟩
    rw [hd]
    exact ih f1 g1

/-- In a bounded bilinear product with a smooth second factor, the leading term of the first
factor is multiplied by the initial value of the second. -/
theorem leading_bilin {b : X × Y → Z} (hb : IsBoundedBilinearMap ℝ b) {f : ℝ → X} {g : ℝ → Y}
    {n : ℕ} {c : X} (h : LeadingTerm f n c) (hg : ContDiff ℝ ∞ g) :
    LeadingTerm (fun t => b (f t, g t)) n (b (c, g 0)) := by
  induction n generalizing f g c with
  | zero =>
    obtain ⟨hf, -, rfl⟩ := h
    exact ⟨hb.contDiff.comp (hf.prodMk hg), by simp, by simp⟩
  | succ n ih =>
    obtain ⟨dg, cg⟩ := contDiff_infty_iff_deriv.1 hg
    obtain ⟨df, h0, h1⟩ := leadingTerm_succ.1 h
    have hz : ∀ y, b (0, y) = 0 := fun y => by simpa using hb.smul_left 0 0 y
    -- the product rule
    have hp : ∀ t, HasDerivAt (fun t => b (f t, g t))
        (b (f t, deriv g t) + b (deriv f t, g t)) t := fun t =>
      ((hb.hasFDerivAt (f t, g t)).comp_hasDerivAt t
        ((df t).hasDerivAt.prodMk (dg t).hasDerivAt)).congr_deriv (hb.deriv_apply _ _)
    have hd : deriv (fun t => b (f t, g t)) =
        fun t => b (f t, deriv g t) + b (deriv f t, g t) := funext fun t => (hp t).deriv
    have hlow : LeadingTerm f n 0 :=
      ⟨h.1, fun m hm => h.2.1 m (by omega), h.2.1 n (by omega)⟩
    refine leadingTerm_succ.2 ⟨fun t => (hp t).differentiableAt, by simp only [h0, hz], ?_⟩
    rw [hd]
    simpa only [hz, zero_add] using leading_add (ih hlow cg) (ih h1 hg)

/-- In a bounded bilinear product with a smooth first factor, the leading term of the second
factor is multiplied by the initial value of the first. -/
theorem leading_bilin_right {b : X × Y → Z} (hb : IsBoundedBilinearMap ℝ b) {f : ℝ → X}
    {g : ℝ → Y} {n : ℕ} {d : Y} (hf : ContDiff ℝ ∞ f) (h : LeadingTerm g n d) :
    LeadingTerm (fun t => b (f t, g t)) n (b (f 0, d)) := by
  obtain ⟨C, hC, hbd⟩ := hb.bound
  have hs : IsBoundedBilinearMap ℝ (fun p : Y × X => b (p.2, p.1)) :=
    ⟨fun x y z => hb.add_right z x y, fun c x y => hb.smul_right c y x,
      fun x y z => hb.add_left y z x, fun c x y => hb.smul_left c y x,
      ⟨C, hC, fun x y => (hbd y x).trans_eq (by ring)⟩⟩
  exact leading_bilin hs h hf

end Calculus

variable {E : Type*} [NormedAddCommGroup E] [InnerProductSpace ℂ E]

/-- A bounded operator is Hermitian if it can be moved across the inner product. -/
def IsHermitianOp (A : E →L[ℂ] E) : Prop := ∀ x y, ⟪A x, y⟫_ℂ = ⟪x, A y⟫_ℂ

/-- The Schrödinger equation `i dψ/dt = H(t) ψ`, with `ħ = 1`. -/
def SolvesSchrodinger (H : ℝ → E →L[ℂ] E) (ψ : ℝ → E) : Prop :=
  ∀ t, HasDerivAt ψ (-I • H t (ψ t)) t

/-- The expression `⟨ψ, J ψ⟩`. -/
noncomputable def expect (J : E →L[ℂ] E) (ψ : E) : ℂ := ⟪ψ, J ψ⟫_ℂ

/-- The action `A x` is bounded and real-bilinear in the bounded operator `A` and the state `x`. -/
theorem apply_bilinear : IsBoundedBilinearMap ℝ (fun p : (E →L[ℂ] E) × E => p.1 p.2) where
  add_left _ _ _ := rfl
  smul_left _ _ _ := rfl
  add_right A x y := map_add A x y
  smul_right c A x := A.map_smul_of_tower c x
  bound := ⟨1, one_pos, fun A x => by simpa using A.le_opNorm x⟩

/-- The leading term of a family of bounded Hermitian operators is Hermitian. -/
theorem leading_hermitian {W : ℝ → E →L[ℂ] E} {k : ℕ} {Wk : E →L[ℂ] E}
    (hh : ∀ t, IsHermitianOp (W t)) (h : LeadingTerm W k Wk) : IsHermitianOp Wk := by
  intro x y
  have hb := apply_bilinear (E := E)
  have hi : IsBoundedBilinearMap ℝ (fun p : E × E => ⟪p.1, p.2⟫_ℂ) := isBoundedBilinearMap_inner
  have h1 := leading_bilin hi (leading_bilin hb h (contDiff_const (c := x)))
    (contDiff_const (c := y))
  have h2 := leading_bilin_right hi (contDiff_const (c := x))
    (leading_bilin hb h (contDiff_const (c := y)))
  have e : (fun t => ⟪W t x, y⟫_ℂ) = fun t => ⟪x, W t y⟫_ℂ := funext fun t => hh t x y
  exact h1.2.2.symm.trans ((congrArg (fun F => iteratedDeriv k F 0) e).trans h2.2.2)

variable {H H' : ℝ → E →L[ℂ] E} {ψ ψ' : ℝ → E} {k : ℕ} {Wk : E →L[ℂ] E}

/-- Let `H'` and `H - H'` be smooth, and let the derivatives of `H - H'` at time zero vanish below
order `k`, the `k`-th being `Wk`. For smooth solutions with the same initial state, the derivatives
of `ψ - ψ'` at time zero vanish up to order `k`, and the next one is `-i Wk ψ(0)`. -/
theorem state_difference (hH' : ContDiff ℝ ∞ H') (sψ : ContDiff ℝ ∞ ψ) (sψ' : ContDiff ℝ ∞ ψ')
    (hψ : SolvesSchrodinger H ψ) (hψ' : SolvesSchrodinger H' ψ') (h0 : ψ 0 = ψ' 0)
    (hW : LeadingTerm (fun t => H t - H' t) k Wk) :
    LeadingTerm (fun t => ψ t - ψ' t) (k + 1) (-I • Wk (ψ 0)) := by
  have hb := apply_bilinear (E := E)
  have hd : deriv (fun t => ψ t - ψ' t) =
      fun t => -I • ((H t - H' t) (ψ t) + H' t (ψ t - ψ' t)) := by
    funext t
    rw [((hψ t).fun_sub (hψ' t)).deriv, ← smul_sub]
    congr 1
    simp only [sub_apply, map_sub]
    abel
  -- the equation of motion raises the order by one
  have step : ∀ j C, LeadingTerm (fun t => H t - H' t) j C →
      LeadingTerm (fun t => ψ t - ψ' t) j 0 →
      LeadingTerm (fun t => ψ t - ψ' t) (j + 1) (-I • C (ψ 0)) := by
    intro j C hC hj
    have h := leading_bilin_right hb (contDiff_const (c := -I • (1 : E →L[ℂ] E)))
      (leading_add (leading_bilin hb hC sψ) (leading_bilin_right hb hH' hj))
    have hv : -I • C (ψ 0) = -I • (C (ψ 0) + H' 0 0) := by rw [map_zero, add_zero]
    refine leadingTerm_succ.2
      ⟨fun t => ((hψ t).fun_sub (hψ' t)).differentiableAt, by simp [h0], ?_⟩
    rw [hd, hv]
    exact h
  have hlow : ∀ j ≤ k, LeadingTerm (fun t => ψ t - ψ' t) j 0 := by
    intro j
    induction j with
    | zero => exact fun _ => ⟨sψ.sub sψ', by simp, by simp [h0]⟩
    | succ j ih =>
      intro hj
      simpa using step j 0 ⟨hW.1, fun m hm => hW.2.1 m (by omega), hW.2.1 j (by omega)⟩
        (ih (by omega))
  exact step k Wk hW (hlow k le_rfl)

/-- First Runge-Gross step: for two smooth bounded Hermitian Hamiltonians, let the derivatives of
`H - H'` at time zero vanish below order `k`, the `k`-th being `Wk`, and let smooth solutions start
from the same state. For constant bounded `J`, the derivatives of `⟨J⟩ - ⟨J⟩'` at time zero vanish
up to order `k`, and the next one is `i ⟨ψ(0), [Wk, J] ψ(0)⟩`. -/
theorem runge_gross_first_step (hH' : ContDiff ℝ ∞ H') (sψ : ContDiff ℝ ∞ ψ)
    (sψ' : ContDiff ℝ ∞ ψ') (hh : ∀ t, IsHermitianOp (H t)) (hh' : ∀ t, IsHermitianOp (H' t))
    (hψ : SolvesSchrodinger H ψ) (hψ' : SolvesSchrodinger H' ψ') (h0 : ψ 0 = ψ' 0)
    (hW : LeadingTerm (fun t => H t - H' t) k Wk) (J : E →L[ℂ] E) :
    LeadingTerm (fun t => expect J (ψ t) - expect J (ψ' t)) (k + 1)
      (I * ⟪ψ 0, (Wk * J - J * Wk) (ψ 0)⟫_ℂ) := by
  have hδ := state_difference hH' sψ sψ' hψ hψ' h0 hW
  have hWk : IsHermitianOp Wk := leading_hermitian (fun t x y => by
    simp only [sub_apply, inner_sub_left, inner_sub_right, hh t x y, hh' t x y]) hW
  have hi : IsBoundedBilinearMap ℝ (fun p : E × E => ⟪p.1, p.2⟫_ℂ) := isBoundedBilinearMap_inner
  have sJ : ContDiff ℝ ∞ (fun t => J (ψ t)) := (J.restrictScalars ℝ).contDiff.comp sψ
  -- split the difference into two terms linear in `ψ - ψ'`
  have h := leading_add (leading_bilin hi hδ sJ) (leading_bilin_right hi sψ'
    (leading_bilin_right (apply_bilinear (E := E)) (contDiff_const (c := J)) hδ))
  have hfun : (fun t => expect J (ψ t) - expect J (ψ' t)) =
      fun t => ⟪ψ t - ψ' t, J (ψ t)⟫_ℂ + ⟪ψ' t, J (ψ t - ψ' t)⟫_ℂ := by
    funext t
    simp only [expect, map_sub, inner_sub_left, inner_sub_right]
    ring
  have hc : (Wk * J - J * Wk) (ψ 0) = Wk (J (ψ 0)) - J (Wk (ψ 0)) := rfl
  have hval : I * ⟪ψ 0, (Wk * J - J * Wk) (ψ 0)⟫_ℂ =
      ⟪-I • Wk (ψ 0), J (ψ 0)⟫_ℂ + ⟪ψ' 0, J (-I • Wk (ψ 0))⟫_ℂ := by
    rw [hc, ← h0, inner_smul_left, hWk (ψ 0) (J (ψ 0)), map_smul, inner_smul_right,
      inner_sub_right, map_neg, Complex.conj_I]
    ring
  rw [hfun, hval]
  exact h

end RungeGrossFirstStep
```

```lean
#print axioms RungeGrossFirstStep.runge_gross_first_step
```

```
'RungeGrossFirstStep.runge_gross_first_step' depends on axioms: [propext, Classical.choice, Quot.sound]
```

## Induction on the order replaces the binomial sums

The Lean proof never writes out the sums above. `leadingTerm_succ` says that `f` has leading term `c` at order `n + 1` exactly when it is differentiable, vanishes at $0$, and its derivative has leading term `c` at order `n`. This turns statements about high derivatives into inductions that differentiate once per step, and `leading_add` is the first of them.

The product rule is `leading_bilin`: if `f` has leading term `c` at order `n` and `g` is smooth, a bounded bilinear product $b(f,g)$ has leading term $b(c,g(0))$ at the same order. In the induction step the derivative is $b(f,\dot g)+b(\dot f,g)$. At the lower order `n`, `f` has leading term zero and $\dot f$ has leading term `c`, so the induction hypothesis applies to both summands and only the second contributes. `leading_bilin_right` exchanges the roles of the factors.

Two products are needed: the inner product, and the action of an operator on a state, which `apply_bilinear` shows to be bounded and bilinear over the reals. `leading_hermitian` applies the rule to both sides of $\langle W(t)x,y\rangle=\langle x,W(t)y\rangle$ and compares the `k`-th derivatives.

In `state_difference`, `hd` is the equation of motion for $\delta$. The local statement `step` raises the order by one: if $W$ has leading term `C` at order `j` and $\delta$ has leading term zero there, then $\delta$ has leading term $-iC\psi(0)$ at order `j + 1`. Using it with `C` equal to zero, `hlow` climbs from order $0$ to order `k`. One last use, with `Wk`, gives $-iW_k\psi(0)$ at order `k + 1`.

The main theorem combines these results. `hfun` is the splitting into $\langle\delta,J\psi\rangle+\langle\psi',J\delta\rangle$, and `h` gives the leading term of that sum. `hval` identifies its value with the commutator expression, using `hWk`, the Hermiticity of `Wk`, and the conjugation of $-i$ in the first slot.
